# Spin-summed double excitations of a closed shell: squared norm 4 and overlap −2 for distinct orbitals

Two electrons can leave occupied orbitals $i,j$ of a closed shell for virtual orbitals $a,b$ in two pairings, and to find the overlap of the resulting vectors we describe the electrons by the relations their operators obey, not by matrices. The creators $c_P^\dagger$ (`cr P`) and annihilators $c_P$ (`an P`) are linear operators on a complex inner product space `V`. The label $P=(p,\sigma)$ combines an orbital $p$ from an orthonormal set with a spin $\sigma$ in `Fin 2`. The orbital set need not be finite, nor `V` finite-dimensional.

With $E_{pq}=\sum_\sigma c^\dagger_{p\sigma}c_{q\sigma}$ and $y$ the closed-shell vector (of norm 1, with every occupied orbital doubly filled and every virtual one empty), put
$$u=E_{ai}E_{bj}y,\qquad v=E_{bi}E_{aj}y.$$
For $i\ne j$ and $a\ne b$, both have squared norm 4 and $\langle u,v\rangle=-2$, so the normalised overlap is $-1/2$. The vectors $u+v$ and $u-v$ are orthogonal, with squared norms 4 and 12; dividing them by $2$ and $2\sqrt3$ normalises them.

When configuration interaction or perturbation theory built on a single closed-shell determinant expands the wavefunction in these doubles and projects the equations onto them, this overlap enters the equations. The values above assume that $y$ is a closed-shell vector; a correlated ground state is in general not one.

In Lean 4 with Mathlib:

```lean
import Mathlib

open Finset

namespace SpinAdaptedDoubles

noncomputable section

variable {ι V : Type*} [DecidableEq ι] [NormedAddCommGroup V] [InnerProductSpace ℂ V]

/-- The Kronecker delta of two orbitals. -/
def δ (p q : ι) : ℂ := if p = q then 1 else 0

/-- Creators `cr` and annihilators `an`, labelled by orbital and spin, are mutually adjoint and
satisfy the canonical anticommutation relations. -/
structure IsCAR (cr an : ι × Fin 2 → Module.End ℂ V) : Prop where
  adj : ∀ P x y, inner ℂ (cr P x) y = inner ℂ x (an P y)
  aa : ∀ P Q, an P * an Q + an Q * an P = 0
  cc : ∀ P Q, cr P * cr Q + cr Q * cr P = 0
  ac : ∀ P Q, an P * cr Q + cr Q * an P = if P = Q then 1 else 0

/-- A unit vector killed by the annihilators of all orbitals outside `O` and by the creators of
all orbitals in `O`, for both spins. -/
structure IsClosedShell (cr an : ι × Fin 2 → Module.End ℂ V) (O : Finset ι) (y : V) : Prop where
  unit : ‖y‖ = 1
  virt : ∀ p ∉ O, ∀ σ, an (p, σ) y = 0
  occ : ∀ p ∈ O, ∀ σ, cr (p, σ) y = 0

/-- The spin-summed operator that moves an electron from orbital `q` to orbital `p`. -/
def E (cr an : ι × Fin 2 → Module.End ℂ V) (p q : ι) : Module.End ℂ V :=
  ∑ σ, cr (p, σ) * an (q, σ)
```

The finite set `O` holds the occupied orbitals; all others are virtual. `E cr an p q` is $E_{pq}$, and `δ` is a complex-valued Kronecker delta. The counter-examples and the worked instance below are arguments in prose, which no theorem in the code states.

## Anticommutation: electrons in orthonormal orbitals

The fields `aa`, `cc` and `ac` express Fermi statistics, and the delta in `ac` expresses orthonormality. By hand,
$$c_P^\dagger c_Q c_R^\dagger c_S=\delta_{QR}c_P^\dagger c_S-c_P^\dagger c_R^\dagger c_Qc_S .$$
Exchanging the pairs $(P,Q)$ and $(R,S)$ leaves the last product unchanged, because two signs cancel. Subtraction gives
$$[c_P^\dagger c_Q,c_R^\dagger c_S]=\delta_{QR}c_P^\dagger c_S-\delta_{SP}c_R^\dagger c_Q,$$
and summing over both spins gives
$$E_{pq}E_{rs}=E_{rs}E_{pq}+\delta_{qr}E_{ps}-\delta_{ps}E_{rq}.$$

In the proof, `pair` is the fixed-spin commutator. Its identity `key` groups the terms into anticommutators, which the three fields then replace.

```lean
variable {cr an : ι × Fin 2 → Module.End ℂ V} {O : Finset ι} {y : V}

/-- The commutation rule of the spin-summed operators, which follows from the CAR. -/
theorem E_comm (h : IsCAR cr an) (p q r s : ι) :
    E cr an p q * E cr an r s =
      E cr an r s * E cr an p q + δ q r • E cr an p s - δ p s • E cr an r q := by
  -- the commutator for fixed spins
  have pair : ∀ P Q R S, cr P * an Q * (cr R * an S) - cr R * an S * (cr P * an Q) =
      (if Q = R then cr P * an S else 0) - (if S = P then cr R * an Q else 0) := by
    intro P Q R S
    have key : cr P * an Q * (cr R * an S) - cr R * an S * (cr P * an Q) =
        cr P * (an Q * cr R + cr R * an Q) * an S - cr R * (an S * cr P + cr P * an S) * an Q
        - (cr P * cr R + cr R * cr P) * (an Q * an S)
        + cr R * cr P * (an Q * an S + an S * an Q) := by noncomm_ring
    rw [key, h.ac Q R, h.ac S P, h.cc P R, h.aa Q S]
    split_ifs <;> simp
  rw [add_sub_assoc, ← sub_eq_iff_eq_add']
  calc _ = ∑ σ, ∑ τ, (cr (p, σ) * an (q, σ) * (cr (r, τ) * an (s, τ))
        - cr (r, τ) * an (s, τ) * (cr (p, σ) * an (q, σ))) := by
        simp only [E, Fin.sum_univ_two]
        noncomm_ring
    _ = _ := by
        simp only [pair]
        by_cases h1 : q = r <;> by_cases h2 : s = p <;>
          simp [δ, E, Fin.sum_univ_two, h1, h2, eq_comm (a := p) (b := s)]
```

If operators of different spin orbitals commuted instead, $u$ and $v$ would have overlap $+2$.

## Adjointness: creation as the conjugate of annihilation

The field `adj` says $\langle c_P^\dagger x,z\rangle=\langle x,c_Pz\rangle$. Conjugating this gives the same rule with the two operators exchanged (`adj'`). Moving both factors of each term across the inner product then gives $E_{pq}^\dagger=E_{qp}$.

```lean
/-- The adjoint of `E p q` is `E q p`. -/
theorem E_adjoint (h : IsCAR cr an) (p q : ι) (x z : V) :
    inner ℂ (E cr an p q x) z = inner ℂ x (E cr an q p z) := by
  have adj' : ∀ P x z, inner ℂ (an P x) z = inner ℂ x (cr P z) := fun P x z => by
    rw [← inner_conj_symm, ← h.adj, inner_conj_symm]
  simp only [E, Fin.sum_univ_two, LinearMap.add_apply, Module.End.mul_apply, inner_add_left,
    inner_add_right, h.adj, adj']
```

Without `adj` the norms are not fixed. Let $S$ double every determinant except $y$, and replace each operator $A$ by $SAS^{-1}$. The anticommutators and the closed-shell conditions survive, but $\|u\|^2$ becomes 16.

## The closed shell: full or empty orbitals, unit norm

The conditions `virt` and `occ` say that virtual orbitals have no electron to remove and occupied ones no room for another. Hence $E_{pq}y=0$ for $q$ virtual. For $p$ occupied,
$$c^\dagger_{p\sigma}c_{q\sigma}y=\delta_{pq}y-c_{q\sigma}c^\dagger_{p\sigma}y=\delta_{pq}y,$$
so $E_{pq}y=2\delta_{pq}y$.

```lean
/-- On a closed shell `E p q` gives zero if `q` is virtual, and twice the Kronecker delta times the
closed-shell vector if `p` is occupied. -/
theorem E_closedShell (h : IsCAR cr an) (hy : IsClosedShell cr an O y) (p q : ι) :
    (q ∉ O → E cr an p q y = 0) ∧ (p ∈ O → E cr an p q y = (2 * δ p q) • y) := by
  refine ⟨fun hq => by simp [E, hy.virt q hq], fun hp => ?_⟩
  have one : ∀ σ, cr (p, σ) (an (q, σ) y) = δ p q • y := fun σ => by
    have e := LinearMap.congr_fun (h.ac (q, σ) (p, σ)) y
    simp only [LinearMap.add_apply, Module.End.mul_apply, hy.occ p hp σ, map_zero,
      zero_add] at e
    rw [e]
    by_cases hpq : p = q
    · simp [δ, hpq]
    · simp [δ, hpq, Ne.symm hpq]
  simp only [E, Fin.sum_univ_two, LinearMap.add_apply, Module.End.mul_apply, one]
  module
```

For $i$ occupied and $a$ virtual, the commutator now gives
$$E_{ia}E_{a'i'}y=E_{a'i'}E_{ia}y+\delta_{aa'}E_{ii'}y-\delta_{ii'}E_{a'a}y=2\delta_{aa'}\delta_{ii'}y .$$

```lean
/-- De-exciting a single excitation of the closed shell, from virtual `a` to occupied `i`,
returns a multiple of the closed shell. -/
theorem E_single (h : IsCAR cr an) (hy : IsClosedShell cr an O y) {i a : ι}
    (hi : i ∈ O) (ha : a ∉ O) (a' i' : ι) :
    E cr an i a (E cr an a' i' y) = (2 * δ a a' * δ i i') • y := by
  have sw : E cr an i a (E cr an a' i' y) = E cr an a' i' (E cr an i a y)
      + δ a a' • E cr an i i' y - δ i i' • E cr an a' a y :=
    LinearMap.congr_fun (E_comm h i a a' i') y
  rw [sw, (E_closedShell h hy i a).1 ha, (E_closedShell h hy a' a).1 ha,
    (E_closedShell h hy i i').2 hi, map_zero]
  module
```

The vacuum violates `occ` when `O` is non-empty, and the completely filled state violates `virt` when virtual orbitals exist; either one gives $u=0$. The condition `unit` sets the scale: multiplying $y$ by $\lambda$ multiplies $\|u\|^2$, $\|v\|^2$ and $\langle u,v\rangle$ by $|\lambda|^2$.

## Occupied origins, virtual destinations

The memberships `hi`, `hj`, `ha`, `hb` make $u$ a genuine double excitation. Adjointness turns the general overlap into $\langle y,E_{jb}E_{ia}E_{a'i'}E_{b'j'}y\rangle$. Commuting $E_{ia}$ to the right produces three terms:

- $E_{a'i'}E_{ia}E_{b'j'}y=2\delta_{ab'}\delta_{ij'}E_{a'i'}y$
- $\delta_{aa'}E_{ii'}E_{b'j'}y=\delta_{aa'}(2\delta_{ii'}E_{b'j'}y-\delta_{ij'}E_{b'i'}y)$, using $i'\ne b'$
- $-\delta_{ii'}E_{a'a}E_{b'j'}y=-\delta_{ii'}\delta_{ab'}E_{a'j'}y$

Applying $E_{jb}$ to each single excitation gives
$$4\delta_{aa'}\delta_{bb'}\delta_{ii'}\delta_{jj'}+4\delta_{ab'}\delta_{ba'}\delta_{ij'}\delta_{ji'}-2\delta_{aa'}\delta_{bb'}\delta_{ij'}\delta_{ji'}-2\delta_{ab'}\delta_{ba'}\delta_{ii'}\delta_{jj'} .$$

The three uses of `sw` in the proof are these commutations, and `E_single` finishes each term.

```lean
/-- The overlap of two doubly excited vectors, for `i`, `j` occupied, `a`, `b` virtual and
`i'` different from `b'`. -/
theorem doubles_overlap (h : IsCAR cr an) (hy : IsClosedShell cr an O y) {i j a b i' b' : ι}
    (hi : i ∈ O) (hj : j ∈ O) (ha : a ∉ O) (hb : b ∉ O) (hne : i' ≠ b') (a' j' : ι) :
    inner ℂ (E cr an a i (E cr an b j y)) (E cr an a' i' (E cr an b' j' y)) =
      4 * (δ a a' * δ b b' * δ i i' * δ j j') + 4 * (δ a b' * δ b a' * δ i j' * δ j i')
      - 2 * (δ a a' * δ b b' * δ i j' * δ j i') - 2 * (δ a b' * δ b a' * δ i i' * δ j j') := by
  have sw : ∀ p q r s x, E cr an p q (E cr an r s x) = E cr an r s (E cr an p q x)
      + δ q r • E cr an p s x - δ p s • E cr an r q x :=
    fun p q r s x => LinearMap.congr_fun (E_comm h p q r s) x
  have v := fun p => (E_closedShell h hy p a).1 ha
  have o := (E_closedShell h hy i i').2 hi
  have d0 : δ i' b' = 0 := by simp [δ, hne]
  have yy : inner ℂ y y = (1 : ℂ) := by simp [inner_self_eq_norm_sq_to_K, hy.unit]
  -- move both excitations to the right-hand vector, then commute them to the closed shell
  rw [E_adjoint h, E_adjoint h, sw i a a' i', sw i i' b' j', sw a' a b' j',
    E_single h hy hi ha b' j']
  simp only [v, o, d0, map_add, map_sub, map_smul, map_zero, smul_zero, zero_smul, add_zero,
    sub_zero, zero_add, E_single h hy hj hb, inner_add_right, inner_sub_right,
    inner_smul_right, yy]
  ring
```

If $a$ were occupied and different from $i$ and $j$, then $u=0$. The condition `hne` is only a convenience: the term it removes would vanish anyway, since $E_{jb}E_{ij'}y=2\delta_{ij'}E_{jb}y=0$.

## Distinct orbitals: two different pairings

With $i\ne j$ and $a\ne b$, only the first delta product survives in $\langle u,u\rangle$ and $\langle v,v\rangle$, and only the last in $\langle u,v\rangle$. Thus $\|u\pm v\|^2=4+4\pm2(-2)$, and $\langle u+v,u-v\rangle=4+2-2-4=0$. The proof obtains the four inner products in the same way, and `nrm` converts them to squared norms.

```lean
/-- For distinct occupied `i`, `j` and distinct virtual `a`, `b`, the two double excitations have
squared norm 4 and overlap -2; their sum and difference are orthogonal, with squared norms
4 and 12. -/
theorem spin_adapted_doubles (h : IsCAR cr an) (hy : IsClosedShell cr an O y) {i j a b : ι}
    (hi : i ∈ O) (hj : j ∈ O) (ha : a ∉ O) (hb : b ∉ O) (hij : i ≠ j) (hab : a ≠ b) :
    let u := E cr an a i (E cr an b j y)
    let v := E cr an b i (E cr an a j y)
    ‖u‖ ^ 2 = 4 ∧ ‖v‖ ^ 2 = 4 ∧ inner ℂ u v = -2 ∧
      inner ℂ (u + v) (u - v) = 0 ∧ ‖u + v‖ ^ 2 = 4 ∧ ‖u - v‖ ^ 2 = 12 := by
  intro u v
  have ia : i ≠ a := fun e => ha (e ▸ hi)
  have ib : i ≠ b := fun e => hb (e ▸ hi)
  have uu : inner ℂ u u = 4 := by
    rw [doubles_overlap h hy hi hj ha hb ib]; simp [δ, hij, hab]
  have vv : inner ℂ v v = 4 := by
    rw [doubles_overlap h hy hi hj hb ha ia]; simp [δ, hij, hab.symm]
  have uv : inner ℂ u v = -2 := by
    rw [doubles_overlap h hy hi hj ha hb ia]; simp [δ, hij, hab]
  have vu : inner ℂ v u = -2 := by
    rw [doubles_overlap h hy hi hj hb ha ib]; simp [δ, hij, hab.symm]
  have nrm : ∀ (x : V) (r : ℝ), inner ℂ x x = (r : ℂ) → ‖x‖ ^ 2 = r := fun x r hx => by
    rw [← inner_self_eq_norm_sq (𝕜 := ℂ) x, hx]; simp
  refine ⟨nrm _ _ (by rw [uu]; norm_num), nrm _ _ (by rw [vv]; norm_num), uv, ?_,
    nrm _ _ ?_, nrm _ _ ?_⟩ <;>
  · simp only [inner_add_left, inner_sub_left, inner_add_right, inner_sub_right, uu, vv, uv, vu]
    norm_num
```

For a numerical instance, let orbitals 1 and 2 be occupied and 3 and 4 virtual, with $i=1$, $j=2$, $a=3$, $b=4$. Six determinants occur: two with equal spins for the excited pair, shared by $u$ and $v$, and four with opposite spins. With suitable signs,
$$u=(1,1,1,1,0,0),\qquad v=(-1,-1,0,0,1,1).$$
The overlap is $-2$, while $u+v=(0,0,1,1,1,1)$ and $u-v=(2,2,1,1,-1,-1)$ have squared norms 4 and 12.

If exactly one of the pairs $i,j$ and $a,b$ coincides, $u$ and $v$ are equal and the squared norm drops to 2.

```lean
/-- Squared norms of double excitations of a closed shell with coinciding orbitals, for `i`, `j`
occupied and distinct and `a`, `b` virtual and distinct: 2 if one pair coincides, 4 if both do. -/
theorem coincident_doubles (h : IsCAR cr an) (hy : IsClosedShell cr an O y) {i j a b : ι}
    (hi : i ∈ O) (hj : j ∈ O) (ha : a ∉ O) (hb : b ∉ O) (hij : i ≠ j) (hab : a ≠ b) :
    ‖E cr an a i (E cr an a j y)‖ ^ 2 = 2 ∧ ‖E cr an a i (E cr an b i y)‖ ^ 2 = 2 ∧
      ‖E cr an a i (E cr an a i y)‖ ^ 2 = 4 := by
  have ia : i ≠ a := fun e => ha (e ▸ hi)
  have ib : i ≠ b := fun e => hb (e ▸ hi)
  simp only [← inner_self_eq_norm_sq (𝕜 := ℂ)]
  rw [doubles_overlap h hy hi hj ha ha ia, doubles_overlap h hy hi hi ha hb ib,
    doubles_overlap h hy hi hi ha ha ia]
  norm_num [δ, hij, hab]
```

The smallest case has one occupied and one virtual orbital. Then `doubles_overlap` gives $\|E_{ai}E_{ai}y\|^2=4$: the vector is twice the determinant with both electrons moved.

## Determinants that meet every condition

For finitely many ordered orbitals, Jordan–Wigner operators act on amplitudes indexed by occupation patterns. The operator for mode $P$ toggles its occupation, with a sign counting the filled modes before $P$.

```lean
variable {M : Type*} [LinearOrder M] [Fintype M]

/-- Reverse the occupation of mode `P`. -/
def toggle (P : M) (n : M → Bool) : M → Bool := Function.update n P (!n P)

/-- The Jordan-Wigner sign: the parity of the number of occupied modes before `P`. -/
def sgn (P : M) (n : M → Bool) : ℝ := ∏ Q, if Q < P ∧ n Q = true then -1 else 1

/-- The Jordan-Wigner creator (`b = true`) or annihilator (`b = false`) of mode `P`. -/
def jw (b : Bool) (P : M) : Module.End ℂ (EuclideanSpace ℂ (M → Bool)) where
  toFun f := WithLp.toLp 2 fun n => if n P = b then (sgn P n : ℂ) * f.ofLp (toggle P n) else 0
  map_add' f g := by ext n; by_cases h : n P = b <;> simp [h, mul_add]
  map_smul' r f := by ext n; by_cases h : n P = b <;> simp [h, mul_left_comm]
```

Toggling $Q$ changes the sign of $P$ exactly when $Q$ precedes $P$.

```lean
/-- Toggling mode `Q` reverses the sign of mode `P` exactly when `Q` comes before `P`. -/
theorem sgn_toggle (P Q : M) (n : M → Bool) :
    sgn P (toggle Q n) = (if Q < P then -1 else 1) * sgn P n := by
  have h : (if Q < P then (-1 : ℝ) else 1) =
      ∏ R, if R = Q then (if Q < P then (-1 : ℝ) else 1) else 1 := by simp
  rw [h, sgn, sgn, ← prod_mul_distrib]
  refine prod_congr rfl fun R _ => ?_
  by_cases hR : R = Q
  · subst hR
    cases hn : n R <;> by_cases hl : R < P <;> simp [toggle, hn, hl]
  · simp [toggle, hR]
```

For different modes exactly one of the two orders picks up a minus sign, so the products cancel. For the same mode, two creators or two annihilators give zero, while a creator and an annihilator leave one surviving term, with sign squared equal to 1.

```lean
/-- Two Jordan-Wigner operators anticommute to one if they are the creator and the annihilator of
the same mode, and to zero otherwise. -/
theorem jw_anticomm (b b' : Bool) (P Q : M) :
    jw b P * jw b' Q + jw b' Q * jw b P = if P = Q ∧ b ≠ b' then 1 else 0 := by
  have ap : ∀ b (P : M) f n, (jw b P f).ofLp n =
      if n P = b then (sgn P n : ℂ) * f.ofLp (toggle P n) else 0 := fun _ _ _ _ => rfl
  refine LinearMap.ext fun f => ?_
  ext n
  by_cases h : P = Q
  · subst h
    have t1 : toggle P n P = !n P := by simp [toggle]
    have t2 : toggle P (toggle P n) = n := by simp [toggle]
    have s1 : sgn P n * sgn P n = 1 := by
      rw [sgn, ← prod_mul_distrib]
      exact prod_eq_one fun R _ => by split_ifs <;> norm_num
    have s2 : (sgn P n : ℂ) * ((sgn P n : ℂ) * f.ofLp n) = f.ofLp n := by
      rw [← mul_assoc, ← Complex.ofReal_mul, s1, Complex.ofReal_one, one_mul]
    cases b <;> cases b' <;> cases hn : n P <;> simp [ap, t1, t2, hn, sgn_toggle, s2]
  · have h1 : toggle P n Q = n Q := Function.update_of_ne (Ne.symm h) _ _
    have h2 : toggle Q n P = n P := Function.update_of_ne h _ _
    have h3 : toggle Q (toggle P n) = toggle P (toggle Q n) := by
      unfold toggle at *
      rw [h1, h2]
      exact Function.update_comm h _ _ _
    rw [if_neg (fun e => h e.1)]
    simp only [LinearMap.add_apply, Module.End.mul_apply, PiLp.add_apply, ap, h1, h2, h3,
      sgn_toggle, LinearMap.zero_apply, PiLp.zero_apply]
    -- exactly one of the two modes comes first, so the signs are opposite
    rcases lt_or_gt_of_ne h with hl | (hl : Q < P) <;>
      simp only [if_pos hl, if_neg (lt_asymm hl)] <;> split_ifs <;> push_cast <;> ring
```

Adjointness follows by relabelling the sum over patterns with a toggle. The determinant with `O` doubly occupied is a closed shell by `kill`: a filled mode cannot be filled again, nor an empty one emptied.

```lean
/-- On the Fock space of any finite ordered set of orbitals, the Jordan-Wigner operators satisfy
the CAR, and the determinant with the orbitals in `O` doubly occupied is a closed shell. -/
theorem closedShell_witness {κ : Type*} [LinearOrder κ] [Fintype κ] (O : Finset κ) :
    IsCAR (fun P : κ × Fin 2 => jw true (toLex P)) (fun P => jw false (toLex P)) ∧
    IsClosedShell (fun P : κ × Fin 2 => jw true (toLex P)) (fun P => jw false (toLex P)) O
      (EuclideanSpace.single (fun P => decide ((ofLex P).1 ∈ O)) 1) := by
  have ap : ∀ b (P : κ ×ₗ Fin 2) f n, (jw b P f).ofLp n =
      if n P = b then (sgn P n : ℂ) * f.ofLp (toggle P n) else 0 := fun _ _ _ _ => rfl
  have t1 : ∀ (P : κ ×ₗ Fin 2) n, toggle P n P = !n P := fun P n => by simp [toggle]
  have t2 : ∀ (P : κ ×ₗ Fin 2) n, toggle P (toggle P n) = n := fun P n => by simp [toggle]
  -- a filled mode cannot be filled again, an empty one cannot be emptied
  have kill : ∀ b (P : κ ×ₗ Fin 2) (m : κ ×ₗ Fin 2 → Bool), m P = b →
      jw b P (EuclideanSpace.single m 1) = 0 := fun b P m hm => by
    ext n
    rw [ap]
    split_ifs with hn
    · have ne : toggle P n ≠ m := fun e => by
        have := congrFun e P
        simp [t1, hn, hm] at this
      simp [ne]
    · simp
  refine ⟨⟨fun P x z => ?_, fun P Q => by simp [jw_anticomm], fun P Q => by simp [jw_anticomm],
    fun P Q => by simp [jw_anticomm]⟩, ⟨by simp, fun p hp σ => kill _ _ _ (by simp [hp]),
    fun p hp σ => kill _ _ _ (by simp [hp])⟩⟩
  -- adjointness: relabel the configurations by toggling the mode
  simp only [PiLp.inner_apply, ap]
  refine Fintype.sum_equiv ⟨toggle (toLex P), toggle (toLex P), t2 _, t2 _⟩ _ _ fun n => ?_
  simp only [Equiv.coe_fn_mk, t1, t2, sgn_toggle, lt_irrefl, if_false, one_mul]
  cases hn : n (toLex P)
  · simp
  · simp
    ring

end

end SpinAdaptedDoubles
```

```lean
#print axioms SpinAdaptedDoubles.spin_adapted_doubles
#print axioms SpinAdaptedDoubles.coincident_doubles
```

```
'SpinAdaptedDoubles.spin_adapted_doubles' depends on axioms: [propext, Classical.choice, Quot.sound]
'SpinAdaptedDoubles.coincident_doubles' depends on axioms: [propext, Classical.choice, Quot.sound]
```
